# Roth's g-factor from the second-order Kane sum with noncommuting wave vectors

Q. Put an electron at the conduction-band edge of a zinc-blende semiconductor and switch on a magnetic field. Its spin splitting can differ strongly from that of a free electron, even in sign. The Kane model attributes this to the valence states, yet the conduction state is s-like, and an s orbital carries no angular momentum. Where does the extra spin term come from?

A. From the order of the wave-vector components, together with spin-orbit coupling in the valence band. In a field, $k_0,k_1,k_2$ are operators that don't all commute. Spin-orbit coupling splits the six p-like valence states into a quartet and a doublet, separated by the energy $\Delta$. Let $P$ be the constant that couples the s state to the p state $i$ through $Pk_i$. With the quartet at energy $0$, the doublet at $-\Delta$ and the conduction edge at $E_g$, second-order perturbation theory gives the conduction electron the term $|P|^2\sum_{ij}k_ik_jG_{ij}$. Here

$$G=\frac{Q_4}{E_g}+\frac{Q_2}{E_g+\Delta},$$

$Q_4$ and $Q_2$ project onto the quartet and the doublet, and $G_{ij}$ is a $2\times2$ spin block.

Q. Show me the sum by hand.

A. Let $(L_a)_{ij}=-i\varepsilon_{aij}$, with $\varepsilon_{012}=1$, be the orbital angular momentum, $\sigma_a$ the Pauli matrices, and $X=L\cdot\sigma$. Since $L^2=2$ and $L\times L=iL$,

$$X^2=L^2+i\sigma\cdot(L\times L)=2-X.$$

So $X$ has eigenvalues $1$ (quartet) and $-2$ (doublet), and the projectors are $Q_4=(2+X)/3$ and $Q_2=(1-X)/3$. Inserting them,

$$G=\frac13\left(\frac2{E_g}+\frac1{E_g+\Delta}\right)+\frac13\left(\frac1{E_g}-\frac1{E_g+\Delta}\right)X,$$

and the second coefficient equals $\Delta/(3E_g(E_g+\Delta))$. Now contract with $k_ik_j$. The identity gives $\sum_i k_ik_i=k^2$. The other part gives

$$\sum_{ij}k_ik_jX_{ij}=\sum_a\sigma_a\sum_{ij}(-i\varepsilon_{aij})k_ik_j=-i\,\sigma\cdot(k\times k).$$

Therefore

$$\sum_{ij}k_ik_jG_{ij}=\left(\frac2{E_g}+\frac1{E_g+\Delta}\right)\frac{k^2}3-\frac{i\Delta\,\sigma\cdot(k\times k)}{3E_g(E_g+\Delta)}.$$

Q. Fine. But does the Lean file speak about these valence states, or about some abstract matrix with convenient properties?

A. About these states. They are indexed by an orbital in `Fin 3` and a spin in `Fin 2`, and the angular momentum and Pauli matrices are written out entry by entry.

```lean
import Mathlib

open Matrix Complex
open scoped Kronecker

namespace KaneRothFactor

noncomputable section

/-- Operators on the six valence states, orbital `C^3` tensor spin `C^2`. -/
abbrev ValenceOp := Matrix (Fin 3 × Fin 2) (Fin 3 × Fin 2) ℂ

/-- Orbital angular momentum of the p states, `(L_a)_ij = -i ε_aij`. -/
def orbL : Fin 3 → Matrix (Fin 3) (Fin 3) ℂ :=
  ![!![0, 0, 0; 0, 0, -I; 0, I, 0],
    !![0, 0, I; 0, 0, 0; -I, 0, 0],
    !![0, -I, 0; I, 0, 0; 0, 0, 0]]

/-- The three Pauli matrices. -/
def pauli : Fin 3 → Matrix (Fin 2) (Fin 2) ℂ :=
  ![!![0, 1; 1, 0], !![0, -I; I, 0], !![1, 0; 0, -1]]
```

The Kronecker product `⊗ₖ` combines orbital and spin factors, so `spinOrbit` is $X$. The projectors and $G$ are the expressions above.

```lean
/-- The spin-orbit operator `L·σ` on the valence states. -/
def spinOrbit : ValenceOp := ∑ a, orbL a ⊗ₖ pauli a

/-- The quartet projector `(2 + L·σ)/3`. -/
def Q4 : ValenceOp := (1 / 3 : ℂ) • ((2 : ℂ) • 1 + spinOrbit)

/-- The doublet projector `(1 - L·σ)/3`. -/
def Q2 : ValenceOp := (1 / 3 : ℂ) • (1 - spinOrbit)

/-- The inverse energy denominators `G = Q4/Eg + Q2/(Eg + Δ)`, for `Eg` and `Eg + Δ` nonzero. -/
def G (Eg Δ : ℂ) : ValenceOp := (1 / Eg) • Q4 + (1 / (Eg + Δ)) • Q2
```

Q. And the wave vectors? If they are numbers, the interesting term is gone.

A. They are three arbitrary elements of a complex algebra `A`. Operators on a space of envelope functions are one example. Neither a commutation rule nor self-adjointness is assumed.

```lean
variable {A : Type*} [Ring A] [Algebra ℂ A]

/-- The sum `∑ k_i k_j M_ij`, where `M_ij` is the spin block of `M` between orbitals `i` and `j`. -/
def contract (k : Fin 3 → A) (M : ValenceOp) : Matrix (Fin 2) (Fin 2) A :=
  Matrix.of fun s t => ∑ i, ∑ j, M (i, s) (j, t) • (k i * k j)
```

`contract k M` is $\sum_{ij}k_ik_jM_{ij}$, a $2\times2$ spin matrix with entries in `A`. The next three definitions are $k^2$, $k\times k$ and $\sigma\cdot v$.

```lean
/-- The squared wave vector `k² = ∑ k_i k_i`. -/
def ksq (k : Fin 3 → A) : A := ∑ i, k i * k i

/-- The cross product `k × k`, whose components are commutators. -/
def kxk (k : Fin 3 → A) : Fin 3 → A :=
  ![k 1 * k 2 - k 2 * k 1, k 2 * k 0 - k 0 * k 2, k 0 * k 1 - k 1 * k 0]

/-- The spin operator `σ·v` for a vector `v` of operators. -/
def sigmaDot (v : Fin 3 → A) : Matrix (Fin 2) (Fin 2) A :=
  Matrix.of fun s t => ∑ a, pauli a s t • v a
```

The entries of $G$ are complex numbers and commute with every $k_i$. This describes a bulk crystal with constant $E_g$ and $\Delta$; at an interface, where they depend on position, $G$ would have to stay between the two wave vectors.

Q. You wrote down $G$ already split into projectors. How do I know that it is the right energy denominator?

A. Two theorems deal with that. The first is the splitting into a scalar part and a part along $X$: `field_simp` and `ring` verify the difference of fractions, and `module` collects the coefficients.

```lean
/-- For nonzero `Eg` and `Eg + Δ`, `G` splits into a scalar part and a part along `L·σ`. -/
theorem G_split (Eg Δ : ℂ) (hE : Eg ≠ 0) (hD : Eg + Δ ≠ 0) :
    G Eg Δ = ((2 / Eg + 1 / (Eg + Δ)) / 3) • (1 : ValenceOp)
      + (Δ / (3 * Eg * (Eg + Δ))) • spinOrbit := by
  have h : Δ / (3 * Eg * (Eg + Δ)) = (1 / Eg - 1 / (Eg + Δ)) / 3 := by
    field_simp
    ring
  rw [h, G, Q4, Q2]
  module
```

The second shows that $G$ inverts $E_g-H$, where $H=(\Delta/3)(X-1)$ is the spin-orbit Hamiltonian, with eigenvalue $0$ on the quartet and $-\Delta$ on the doublet.

```lean
/-- For nonzero `Eg` and `Eg + Δ`, `G` inverts `Eg - H`, where `H = (Δ/3)(L·σ - 1)` is the
valence spin-orbit Hamiltonian. -/
theorem G_resolvent (Eg Δ : ℂ) (hE : Eg ≠ 0) (hD : Eg + Δ ≠ 0) :
    (Eg • (1 : ValenceOp) - (Δ / 3) • (spinOrbit - 1)) * G Eg Δ = 1 := by
  -- the quadratic relation of `L·σ`, checked entry by entry
  have hX : spinOrbit * spinOrbit = (2 : ℂ) • (1 : ValenceOp) - spinOrbit := by
    ext ⟨i, s⟩ ⟨j, t⟩
    fin_cases i <;> fin_cases s <;> fin_cases j <;> fin_cases t <;>
      simp [spinOrbit, orbL, pauli, Matrix.mul_apply, Fintype.sum_prod_type,
        Fin.sum_univ_three, Fin.sum_univ_two] <;> norm_num
  rw [G_split Eg Δ hE hD]
  simp only [sub_mul, mul_add, smul_mul_assoc, mul_smul_comm, one_mul, mul_one, hX]
  match_scalars <;> field_simp <;> ring
```

The proof checks $X^2=2-X$ on all matrix entries, where I used the algebra of $L$ and $\sigma$. It then multiplies out and compares the coefficients of $1$ and $X$. Both energies, $E_g$ and $E_g+\Delta$, must be nonzero, which means that the conduction edge is degenerate with neither valence level.

Q. Then the contraction is the remaining step.

A. Yes. First comes the contraction of $X$, where expanding the sums leaves exactly the commutators in $k\times k$.

```lean
/-- Contracting `L·σ` with the wave vectors gives `-i σ·(k × k)`. -/
theorem contract_spinOrbit (k : Fin 3 → A) :
    contract k spinOrbit = (-I) • sigmaDot (kxk k) := by
  ext s t
  simp [contract, spinOrbit, orbL, sigmaDot, kxk, Fin.sum_univ_three]
  module
```

The main theorem follows by linearity. In its proof, `hlin` says that contraction is linear in the matrix, and `hone` says that the identity contracts to $k^2$. Rewriting with these and the two earlier results reproduces the calculation by hand.

```lean
/-- The Kane sum over valence states for noncommuting `k_i`, with `Eg` and `Eg + Δ` nonzero:
`∑ k_i k_j G_ij = (2/Eg + 1/(Eg+Δ)) k²/3 - i Δ σ·(k × k)/(3 Eg (Eg+Δ))`. -/
theorem kane_sum (k : Fin 3 → A) (Eg Δ : ℂ) (hE : Eg ≠ 0) (hD : Eg + Δ ≠ 0) :
    contract k (G Eg Δ) =
      ((2 / Eg + 1 / (Eg + Δ)) / 3) • (ksq k • (1 : Matrix (Fin 2) (Fin 2) A))
        - (I * Δ / (3 * Eg * (Eg + Δ))) • sigmaDot (kxk k) := by
  have hlin : ∀ (a b : ℂ) (M N : ValenceOp),
      contract k (a • M + b • N) = a • contract k M + b • contract k N := by
    intro a b M N
    ext s t
    simp only [contract, Matrix.of_apply, Matrix.add_apply, Matrix.smul_apply, smul_eq_mul,
      Fin.sum_univ_three]
    module
  -- the scalar part of `G` only sees `k²`
  have hone : contract k 1 = ksq k • (1 : Matrix (Fin 2) (Fin 2) A) := by
    ext s t
    fin_cases s <;> fin_cases t <;>
      simp [contract, ksq, Fin.sum_univ_three, Matrix.one_apply]
  rw [G_split Eg Δ hE hD, hlin, hone, contract_spinOrbit]
  generalize ksq k • (1 : Matrix (Fin 2) (Fin 2) A) = K
  module
```

Q. What happens without spin-orbit splitting?

A. Set $\Delta=0$. The sum becomes $k^2/E_g$, whatever the commutators are. The field still acts through $k^2$, but the valence states contribute no spin term.

Q. And with $\Delta\neq0$, could the valence states' spin term vanish even though the $k_i$ don't all commute?

A. No. The Pauli matrices are independent even with operator coefficients. If $\sigma\cdot v=0$, the diagonal entry gives $v_2=0$, the off-diagonal entries give $v_0-iv_1=0$ and $v_0+iv_1=0$, and so all three components vanish.

```lean
/-- If `σ·v = 0` for a vector `v` of operators, then `v = 0`. -/
theorem sigmaDot_eq_zero (v : Fin 3 → A) (h : sigmaDot v = 0) : v = 0 := by
  have h2 : v 2 = 0 := by
    simpa [sigmaDot, pauli, Fin.sum_univ_three] using congrFun (congrFun h 0) 0
  have h01 : v 0 + (-I) • v 1 = 0 := by
    simpa [sigmaDot, pauli, Fin.sum_univ_three] using congrFun (congrFun h 0) 1
  have h10 : v 0 + I • v 1 = 0 := by
    simpa [sigmaDot, pauli, Fin.sum_univ_three] using congrFun (congrFun h 1) 0
  have h0 : v 0 = 0 := by
    linear_combination (norm := module) (1 / 2 : ℂ) • h01 + (1 / 2 : ℂ) • h10
  have h1 : v 1 = 0 := by
    rw [h0, zero_add] at h10
    rw [← inv_smul_smul₀ I_ne_zero (v 1), h10, smul_zero]
  funext a
  fin_cases a <;> simp [h0, h1, h2]
```

Applied to $v=k\times k$, this shows that the sum reduces to its $k^2$ term exactly when all the components commute. The proof divides by the prefactor of the spin term, which is nonzero because $\Delta$ is.

```lean
/-- For nonzero `Eg`, `Δ` and `Eg + Δ`, the Kane sum reduces to its `k²` term exactly when the
components of `k` commute. -/
theorem spin_term_vanishes_iff (k : Fin 3 → A) (Eg Δ : ℂ) (hE : Eg ≠ 0) (hΔ : Δ ≠ 0)
    (hD : Eg + Δ ≠ 0) :
    contract k (G Eg Δ) =
      ((2 / Eg + 1 / (Eg + Δ)) / 3) • (ksq k • (1 : Matrix (Fin 2) (Fin 2) A))
      ↔ ∀ i j, k i * k j = k j * k i := by
  rw [kane_sum k Eg Δ hE hD, sub_eq_self]
  constructor
  · intro h
    have hc : I * Δ / (3 * Eg * (Eg + Δ)) ≠ 0 :=
      div_ne_zero (mul_ne_zero I_ne_zero hΔ)
        (mul_ne_zero (mul_ne_zero three_ne_zero hE) hD)
    have hS : sigmaDot (kxk k) = 0 := by
      rw [← inv_smul_smul₀ hc (sigmaDot (kxk k)), h, smul_zero]
    have hv := sigmaDot_eq_zero _ hS
    have e0 : k 1 * k 2 = k 2 * k 1 := sub_eq_zero.mp (congrFun hv 0)
    have e1 : k 2 * k 0 = k 0 * k 2 := sub_eq_zero.mp (congrFun hv 1)
    have e2 : k 0 * k 1 = k 1 * k 0 := sub_eq_zero.mp (congrFun hv 2)
    intro i j
    fin_cases i <;> fin_cases j <;> simp [e0, e1, e2]
  · intro hc
    have hv : kxk k = 0 := by
      funext a
      fin_cases a <;> simp [kxk, hc 1 2, hc 2 0, hc 0 1]
    ext s t
    simp [hv, sigmaDot]
```

Q. That is still a commutator. I asked about a g-factor.

A. Then we need the free electron's own term. In units where $\hbar^2/2m=1$, with $m$ the free-electron mass, it is $(\sigma\cdot k)^2$. From $\sigma_a\sigma_b=\delta_{ab}+i\sum_c\varepsilon_{abc}\sigma_c$ one gets $(\sigma\cdot k)^2=k^2+i\sigma\cdot(k\times k)$. Lean verifies this on the four spin entries.

```lean
/-- The free Pauli kinetic term: `(σ·k)² = k² + i σ·(k × k)`. -/
theorem pauli_kinetic (k : Fin 3 → A) :
    sigmaDot k * sigmaDot k =
      ksq k • (1 : Matrix (Fin 2) (Fin 2) A) + I • sigmaDot (kxk k) := by
  ext s t
  fin_cases s <;> fin_cases t <;>
    simp [sigmaDot, pauli, ksq, kxk, Matrix.mul_apply, Fin.sum_univ_three, Fin.sum_univ_two,
      mul_add, add_mul, smul_smul, smul_add, smul_sub] <;> module
```

Now write $k\times k=-ib$. For an electron of charge $-e$ in a field $B$, $k=-i\nabla+e\mathbf A/\hbar$ with vector potential $\mathbf A$, so $b=eB/\hbar$. The free term then contains $\sigma\cdot b$, which is $g=2$. The Kane sum enters with weight $E_P=2m|P|^2/\hbar^2$, the usual energy measure of the s–p coupling, and contributes $-E_P\Delta\,\sigma\cdot b/(3E_g(E_g+\Delta))$. Equating the total spin term to $(g/2)\sigma\cdot b$ gives

$$g=2-\frac{2E_P\Delta}{3E_g(E_g+\Delta)}.$$

```lean
/-- Roth formula, in units `ħ²/2m = 1`: if `k × k = -i b` and `Eg`, `Eg + Δ` are nonzero, the free
Pauli term plus `EP` times the Kane sum is a `k²` term plus `(g/2) σ·b`, with
`g = 2 - 2 EP Δ/(3 Eg (Eg+Δ))`. -/
theorem roth_g_factor (k b : Fin 3 → A) (hb : kxk k = (-I) • b) (EP Eg Δ : ℂ)
    (hE : Eg ≠ 0) (hD : Eg + Δ ≠ 0) :
    sigmaDot k * sigmaDot k + EP • contract k (G Eg Δ) =
      (1 + EP * ((2 / Eg + 1 / (Eg + Δ)) / 3)) • (ksq k • (1 : Matrix (Fin 2) (Fin 2) A))
        + ((2 - 2 * EP * Δ / (3 * Eg * (Eg + Δ))) / 2) • sigmaDot b := by
  have hS : sigmaDot ((-I) • b) = (-I) • sigmaDot b := by
    ext s t
    simp only [sigmaDot, Matrix.of_apply, Matrix.smul_apply, Pi.smul_apply, Fin.sum_univ_three]
    module
  -- the commutator term is the Zeeman term
  have h1 : I • sigmaDot (kxk k) = sigmaDot b := by
    rw [hb, hS, smul_smul, mul_neg, I_mul_I, neg_neg, one_smul]
  have h2 : (I * Δ / (3 * Eg * (Eg + Δ))) • sigmaDot (kxk k)
      = (Δ / (3 * Eg * (Eg + Δ))) • sigmaDot b := by
    rw [← h1]
    module
  rw [pauli_kinetic, kane_sum k Eg Δ hE hD, h1, h2]
  generalize ksq k • (1 : Matrix (Fin 2) (Fin 2) A) = K
  module
```

In the proof, `h1` and `h2` turn the two commutator terms into multiples of $\sigma\cdot b$, and the last step adds coefficients.

Q. Isn't the hypothesis `hb` where the physics gets smuggled in?

A. Algebraically it restricts nothing, because $b=i\,k\times k$ always satisfies it. The physics lies in identifying $b$ with the magnetic field. Since $b$ may be an operator, the field may vary in space.

Q. Give me one concrete field.

A. Take Landau gauge with a uniform field along axis 2, and let the operators act on polynomials in $x$: $k_0=-i\,d/dx$, $k_1=\beta x$, and $k_2=\kappa$. Here $\beta=eB/\hbar$, the number $\kappa$ is the wave number along the field, and the wave number along axis 1 is set to zero. Then $k_0k_1-k_1k_0=-i\beta$ and the other commutators vanish, so $b=(0,0,\beta)$. The proof applies both sides to a polynomial and uses the product rule. Polynomials are not normalisable states on the line, but the commutators don't need that.

```lean
/-- On polynomials in `x`, the operators `k = (-i d/dx, β x, κ)` satisfy `k × k = -i b` with the
uniform field `b = (0, 0, β)`. -/
theorem roth_g_factor_witness (β κ : ℂ) :
    kxk (![(-I) • Polynomial.derivative, β • LinearMap.mulLeft ℂ Polynomial.X, κ • 1] :
        Fin 3 → Module.End ℂ (Polynomial ℂ))
      = (-I) • (![0, 0, β • 1] : Fin 3 → Module.End ℂ (Polynomial ℂ)) := by
  refine funext fun a => LinearMap.ext fun p => ?_
  fin_cases a <;>
    simp [kxk, Module.End.mul_apply, Polynomial.derivative_mul] <;> module

end

end KaneRothFactor
```

```lean
#print axioms KaneRothFactor.G_resolvent
#print axioms KaneRothFactor.spin_term_vanishes_iff
#print axioms KaneRothFactor.roth_g_factor
```

```
'KaneRothFactor.G_resolvent' depends on axioms: [propext, Classical.choice, Quot.sound]
'KaneRothFactor.spin_term_vanishes_iff' depends on axioms: [propext, Classical.choice, Quot.sound]
'KaneRothFactor.roth_g_factor' depends on axioms: [propext, Classical.choice, Quot.sound]
```

Q. So what do I still have to take from physics?

A. The reduction to the second-order sum itself. The file starts from that sum; it doesn't derive it from the eight-band Hamiltonian. The denominators are taken at the band edge, and remote bands and electron interactions are left out. Within this non-interacting bulk model, the result tells you which Zeeman term a one-band envelope-function calculation must carry once the valence states have been eliminated.
